# Every spin in a ground state of the classical Heisenberg energy \(\sum_{i\ne j}J_{ij}\,s_i\cdot s_j\) is antiparallel to its local field \(\sum_{j\ne i}J_{ij}s_j\), wherever that field is nonzero

## A wrong ground state that goes unnoticed

Suppose that someone proposes a ground state for a magnet, and that one of its spins stands at an angle to the field made by its neighbours. If the energy is merely compared with that of a few other trial states, and none of them happens to lie lower, the mistake goes unnoticed. A condition at each site exposes it: turning that one spin would lower the energy.

The magnet has finitely many sites \(i\), each carrying a classical spin \(s_i\) of unit length. With exchange couplings \(J_{ij}\), the energy and the local field are

\[
E(s)=\sum_{i,j}J_{ij}\langle s_i,s_j\rangle,\qquad h_i=\sum_j J_{ij}s_j .
\]

The couplings are symmetric, \(J_{ij}=J_{ji}\), and no spin couples to itself, \(J_{ii}=0\). The sum runs over ordered pairs, so each bond counts twice, and a positive \(J_{ij}\) favours antiparallel spins. The name "local field" needs some care. Textbooks often define the effective field as minus the derivative of the energy with respect to the spin, which here is \(-2h_i\). A ground-state spin is parallel to that field and antiparallel to \(h_i\).

For spin vectors in three dimensions, the same energy, up to a constant factor, is the expectation value of an isotropic quantum Heisenberg Hamiltonian, with the same spin quantum number at every site, in a product of spin-coherent states. The result therefore applies to the best such product state, but not to entangled ground states.

## The condition at each site

If \(s\) minimizes \(E\) among all configurations of unit spins, then

\[
s_i=-\frac{h_i}{\lVert h_i\rVert}\qquad\text{whenever } h_i\neq 0 .
\]

This is the theorem `IsGroundState.antiparallel`. Its ingredients correspond to the physics as follows.

- `ι` is the finite set of sites, and `V` is the real inner-product space in which the spins live. Three-dimensional space gives Heisenberg spins, a plane gives XY spins and a line gives Ising spins, for which a change of direction is a flip.
- `J : Matrix ι ι ℝ` holds the couplings. The hypothesis `hJ : J.IsSymm` is their symmetry, and `hd` is the zero diagonal.
- `energy J s` and `localField J s i` are \(E(s)\) and \(h_i\) as defined above.
- `IsGroundState J s` says that all spins have unit length and that no other unit-spin configuration has lower energy. It is a global minimum, not a local one.
- The unit vector \(h_i/\lVert h_i\rVert\) is written `‖localField J s i‖⁻¹ • localField J s i`.

Where \(h_i=0\), the theorem says nothing about the direction of \(s_i\). The model has no applied magnetic field, anisotropy or infinite lattice. The step from it to a material is the assumption that the atomic moments behave as classical vectors of fixed length, and that their only interaction is an isotropic exchange proportional to the inner product of each pair.

## Turning one spin

Replace the spin at site \(k\) by a unit vector \(u\), and write \(d=u-s_k\). The new configuration is \(s_i+\delta_{ik}d\), and expanding the double sum gives

\[
E'=E+\sum_j J_{kj}\langle d,s_j\rangle+\sum_i J_{ik}\langle s_i,d\rangle+J_{kk}\lVert d\rVert^2 .
\]

The first sum is \(\langle d,h_k\rangle\). By symmetry of \(J\) the second has the same value, and the last term vanishes because \(J_{kk}=0\). Hence

\[
E'-E=2\langle u-s_k,h_k\rangle .
\]

Now let \(s\) be a ground state with \(h_k\neq0\), and choose \(u=-h_k/\lVert h_k\rVert\). Then \(\langle u,h_k\rangle=-\lVert h_k\rVert\), and \(E'\ge E\) gives \(\langle s_k,h_k\rangle\le-\lVert h_k\rVert\). Since \(\lVert s_k\rVert=1\),

\[
\bigl\lVert\,\lVert h_k\rVert s_k+h_k\bigr\rVert^2
=2\lVert h_k\rVert^2+2\lVert h_k\rVert\langle s_k,h_k\rangle\le 0 .
\]

A squared length that is at most zero is zero, so \(\lVert h_k\rVert s_k=-h_k\), which is the claim.

The argument used only changes of a single spin, and for these there is a converse. If every spin in a nonzero field is antiparallel to it, then \(\langle s_k,h_k\rangle=-\lVert h_k\rVert\) at those sites. The Cauchy–Schwarz inequality gives \(\langle u,h_k\rangle\ge-\lVert h_k\rVert\) for every unit \(u\), so \(E'\ge E\). Where \(h_k=0\), the energy does not change at all.

Finally, regrouping the double sum gives \(E=\sum_i\langle s_i,h_i\rangle\). In a ground state each term equals \(-\lVert h_i\rVert\), also where the field vanishes, so \(E=-\sum_i\lVert h_i\rVert\).

## Existence, and a state that only looks like a minimum

If the spin space has finite nonzero dimension, a ground state exists. The unit sphere is then compact and nonempty, so the same holds for the product of one sphere per site, and the continuous function \(E\) attains its minimum there.

The antiparallel condition does not identify the ground state. Take four sites 0, 1, 3, 2 in this order around a ring, with couplings \(-2,-1,-2,-1\) on successive bonds. For a unit vector \(a\), let \(s_0=s_1=a\) and \(s_2=s_3=-a\). At site 0 the field is \(-2a-(-a)=-a\), and the other sites likewise have \(h_i=-s_i\). Every spin satisfies the condition, and \(E=-4\). In the uniform state, with all spins equal to \(a\), each field is \(-3a\) and \(E=-12\).

## The update in an energy minimization

A simple minimization visits the sites in turn, computes \(h_k\) and sets \(s_k\) to \(-h_k/\lVert h_k\rVert\), leaving the spin alone if \(h_k=0\). Each update changes the energy by

\[
-2\bigl(\lVert h_k\rVert+\langle s_k,h_k\rangle\bigr)\le 0 ,
\]

where \(s_k\) is the old spin. For \(h_k=(3,0,4)\) and \(s_k=(0,1,0)\), the new spin is \((-0.6,0,-0.8)\) and the energy falls by 10. The fields at the neighbours have then changed, so the sites are visited repeatedly. Started from the two-domain state of the ring, the procedure changes nothing and stays at \(E=-4\).

## A spin coupled to itself

Take a single site with \(J_{00}=1\). Every unit spin has energy 1, so every one is a ground state. Yet \(h_0=s_0\) is nonzero and parallel to the spin. The conclusion therefore fails if positive diagonal entries are allowed; this example says nothing against negative ones.

## The complete Lean file

```lean
import Mathlib

open scoped InnerProductSpace

namespace ClassicalHeisenberg

noncomputable section

variable {ι V : Type*} [Fintype ι] [NormedAddCommGroup V] [InnerProductSpace ℝ V]

/-- The classical Heisenberg energy `∑ᵢⱼ Jᵢⱼ ⟨sᵢ, sⱼ⟩`, summed over ordered pairs of sites. -/
def energy (J : Matrix ι ι ℝ) (s : ι → V) : ℝ :=
  ∑ i, ∑ j, J i j * ⟪s i, s j⟫_ℝ

/-- The local field `hᵢ = ∑ⱼ Jᵢⱼ sⱼ` at site `i`. -/
def localField (J : Matrix ι ι ℝ) (s : ι → V) (i : ι) : V :=
  ∑ j, J i j • s j

/-- A ground state: a configuration of unit spins whose energy is minimal among all
configurations of unit spins. -/
def IsGroundState (J : Matrix ι ι ℝ) (s : ι → V) : Prop :=
  (∀ i, ‖s i‖ = 1) ∧ ∀ t : ι → V, (∀ i, ‖t i‖ = 1) → energy J s ≤ energy J t

/-- The energy is the sum over sites of the inner product of each spin with its local field. -/
theorem energy_eq_sum_inner_localField (J : Matrix ι ι ℝ) (s : ι → V) :
    energy J s = ∑ i, ⟪s i, localField J s i⟫_ℝ := by
  simp only [energy, localField, inner_sum, real_inner_smul_right]

/-- For symmetric couplings with zero diagonal, replacing the spin at site `k` by `u` changes
the energy by `2 ⟨u - sₖ, hₖ⟩`. -/
theorem energy_update [DecidableEq ι] {J : Matrix ι ι ℝ} (hJ : J.IsSymm)
    (hd : ∀ i, J i i = 0) (s : ι → V) (k : ι) (u : V) :
    energy J (Function.update s k u) =
      energy J s + 2 * ⟪u - s k, localField J s k⟫_ℝ := by
  -- write the new configuration as the old one plus a change at site `k`
  have hu : ∀ i, Function.update s k u i = s i + (if i = k then u - s k else 0) := by
    intro i
    by_cases h : i = k
    · subst h
      simp
    · simp [h]
  have h1 : ∑ i, ∑ j, J i j * ⟪(if i = k then u - s k else 0), s j⟫_ℝ
      = ⟪u - s k, localField J s k⟫_ℝ := by
    rw [Finset.sum_eq_single k]
    · simp only [if_true, localField, inner_sum, real_inner_smul_right]
    · intro i _ hi
      simp [hi]
    · intro h
      exact absurd (Finset.mem_univ k) h
  -- symmetry of the couplings makes the two cross terms equal
  have h2 : ∑ i, ∑ j, J i j * ⟪s i, (if j = k then u - s k else 0)⟫_ℝ
      = ⟪u - s k, localField J s k⟫_ℝ := by
    rw [← h1, Finset.sum_comm]
    refine Finset.sum_congr rfl fun i _ => Finset.sum_congr rfl fun j _ => ?_
    rw [hJ.apply i j, real_inner_comm]
  -- the zero diagonal removes the self-interaction
  have h3 : ∑ i, ∑ j, J i j *
      ⟪(if i = k then u - s k else 0), (if j = k then u - s k else 0)⟫_ℝ = 0 := by
    refine Finset.sum_eq_zero fun i _ => Finset.sum_eq_zero fun j _ => ?_
    by_cases hi : i = k
    · by_cases hj : j = k
      · rw [hi, hj, hd k, zero_mul]
      · simp [hj]
    · simp [hi]
  simp only [energy, hu, inner_add_left, inner_add_right, mul_add, Finset.sum_add_distrib]
  linarith

/-- The unit vector opposite to a nonzero field `h` has inner product `-‖h‖` with it. -/
theorem inner_antiparallel {h : V} (hh : h ≠ 0) : ⟪-(‖h‖⁻¹ • h), h⟫_ℝ = -‖h‖ := by
  rw [inner_neg_left, real_inner_smul_left, real_inner_self_eq_norm_sq, pow_two,
    inv_mul_cancel_left₀ (norm_ne_zero_iff.mpr hh)]

/-- A unit spin whose inner product with a nonzero field `h` is at most `-‖h‖` is
antiparallel to `h`. -/
theorem eq_antiparallel_of_inner_le {a h : V} (ha : ‖a‖ = 1) (hh : h ≠ 0)
    (hle : ⟪a, h⟫_ℝ ≤ -‖h‖) : a = -(‖h‖⁻¹ • h) := by
  have hn : ‖h‖ ≠ 0 := norm_ne_zero_iff.mpr hh
  -- the squared length of `‖h‖ a + h` is at most zero
  have hsq : ‖‖h‖ • a + h‖ ^ 2 ≤ 0 := by
    rw [norm_add_sq_real, real_inner_smul_left, norm_smul, norm_norm, ha]
    nlinarith [mul_le_mul_of_nonneg_left hle (norm_nonneg h)]
  have hz : ‖h‖ • a + h = 0 := by
    rw [← norm_eq_zero]
    exact pow_eq_zero_iff (two_ne_zero) |>.mp (le_antisymm hsq (sq_nonneg _))
  calc a = ‖h‖⁻¹ • (‖h‖ • a) := by rw [smul_smul, inv_mul_cancel₀ hn, one_smul]
    _ = -(‖h‖⁻¹ • h) := by rw [eq_neg_of_add_eq_zero_left hz, smul_neg]

/-- For symmetric couplings with zero diagonal, no replacement of a single spin by another unit
vector lowers the energy of a unit-spin configuration exactly when every spin in a nonzero local
field is antiparallel to that field. -/
theorem single_spin_stable_iff [DecidableEq ι] {J : Matrix ι ι ℝ} (hJ : J.IsSymm)
    (hd : ∀ i, J i i = 0) {s : ι → V} (hs : ∀ i, ‖s i‖ = 1) :
    (∀ k u, ‖u‖ = 1 → energy J s ≤ energy J (Function.update s k u)) ↔
      ∀ k, localField J s k ≠ 0 →
        s k = -(‖localField J s k‖⁻¹ • localField J s k) := by
  constructor
  · intro hmin k hk
    -- test stability against the antiparallel direction
    have hu : ‖-(‖localField J s k‖⁻¹ • localField J s k)‖ = 1 := by
      rw [norm_neg, norm_smul, norm_inv, norm_norm,
        inv_mul_cancel₀ (norm_ne_zero_iff.mpr hk)]
    have h := hmin k _ hu
    rw [energy_update hJ hd, inner_sub_left, inner_antiparallel hk] at h
    exact eq_antiparallel_of_inner_le (hs k) hk (by linarith)
  · intro hanti k u hu
    rw [energy_update hJ hd, inner_sub_left]
    by_cases hk : localField J s k = 0
    · simp [hk]
    · have h1 : ⟪s k, localField J s k⟫_ℝ = -‖localField J s k‖ :=
        (congrArg (fun v => ⟪v, localField J s k⟫_ℝ) (hanti k hk)).trans
          (inner_antiparallel hk)
      -- Cauchy-Schwarz bounds the energy of any other direction
      have h2 := (abs_le.mp (abs_real_inner_le_norm u (localField J s k))).1
      rw [hu, one_mul] at h2
      linarith

/-- In a ground state of symmetric couplings with zero diagonal, each spin in a nonzero local
field is antiparallel to it: `sᵢ = -hᵢ / ‖hᵢ‖`. -/
theorem IsGroundState.antiparallel {J : Matrix ι ι ℝ} (hJ : J.IsSymm)
    (hd : ∀ i, J i i = 0) {s : ι → V} (hg : IsGroundState J s) (i : ι)
    (hi : localField J s i ≠ 0) :
    s i = -(‖localField J s i‖⁻¹ • localField J s i) := by
  classical
  refine (single_spin_stable_iff hJ hd hg.1).mp (fun k u hu => hg.2 _ fun j => ?_) i hi
  by_cases h : j = k
  · subst h
    simpa using hu
  · simpa [h] using hg.1 j

/-- For symmetric couplings with zero diagonal, the energy of a ground state is minus the sum
of the magnitudes of its local fields. -/
theorem IsGroundState.energy_eq {J : Matrix ι ι ℝ} (hJ : J.IsSymm)
    (hd : ∀ i, J i i = 0) {s : ι → V} (hg : IsGroundState J s) :
    energy J s = -∑ i, ‖localField J s i‖ := by
  rw [energy_eq_sum_inner_localField, ← Finset.sum_neg_distrib]
  refine Finset.sum_congr rfl fun i _ => ?_
  by_cases hi : localField J s i = 0
  · simp [hi]
  · exact (congrArg (fun v => ⟪v, localField J s i⟫_ℝ) (hg.antiparallel hJ hd i hi)).trans
      (inner_antiparallel hi)

/-- For spins in a space of finite nonzero dimension, every coupling matrix has a
ground state. -/
theorem exists_isGroundState [FiniteDimensional ℝ V] [Nontrivial V] (J : Matrix ι ι ℝ) :
    ∃ s : ι → V, IsGroundState J s := by
  have : ProperSpace V := FiniteDimensional.proper_real V
  obtain ⟨v, hv⟩ := exists_ne (0 : V)
  have hv1 : ‖‖v‖⁻¹ • v‖ = 1 := by
    rw [norm_smul, norm_inv, norm_norm, inv_mul_cancel₀ (norm_ne_zero_iff.mpr hv)]
  -- the configuration space is a product of spheres, hence compact
  have hK : IsCompact (Set.pi Set.univ fun _ : ι => Metric.sphere (0 : V) 1) :=
    isCompact_univ_pi fun _ => isCompact_sphere 0 1
  have hc : Continuous (energy J : (ι → V) → ℝ) := by
    unfold energy
    fun_prop
  obtain ⟨s, hs, hmin⟩ := hK.exists_isMinOn
    ⟨fun _ => ‖v‖⁻¹ • v, fun _ _ => mem_sphere_zero_iff_norm.mpr hv1⟩ hc.continuousOn
  exact ⟨s, fun i => mem_sphere_zero_iff_norm.mp (hs i (Set.mem_univ i)),
    fun t ht => hmin fun i _ => mem_sphere_zero_iff_norm.mpr (ht i)⟩

/-- Couplings of a four-site ring with alternating ferromagnetic bonds `-2` and `-1`. -/
def ringJ : Matrix (Fin 4) (Fin 4) ℝ :=
  !![0, -2, -1, 0; -2, 0, 0, -1; -1, 0, 0, -2; 0, -1, -2, 0]

/-- The signs of the spins in a state of two opposite domains. -/
def domainSign : Fin 4 → ℝ := ![1, 1, -1, -1]

/-- The two-domain configuration `(a, a, -a, -a)`. -/
def twoDomain (a : V) (i : Fin 4) : V := domainSign i • a

/-- On the four-site ring, the two-domain state built from a unit vector has every spin
antiparallel to a nonzero local field, yet it is not a ground state. -/
theorem antiparallel_not_sufficient {a : V} (ha : ‖a‖ = 1) :
    (∀ i, localField ringJ (twoDomain a) i ≠ 0 ∧ twoDomain a i =
      -(‖localField ringJ (twoDomain a) i‖⁻¹ • localField ringJ (twoDomain a) i)) ∧
    ¬ IsGroundState ringJ (twoDomain a) := by
  have hs : ∀ i, ‖twoDomain a i‖ = 1 := by
    intro i
    fin_cases i <;> simp [twoDomain, domainSign, ha]
  have hc : ∀ i, ∑ j, ringJ i j * domainSign j = -domainSign i := by
    intro i
    fin_cases i <;> norm_num [ringJ, domainSign, Fin.sum_univ_succ]
  -- every local field is exactly minus the spin
  have hf : ∀ i, localField ringJ (twoDomain a) i = -twoDomain a i := by
    intro i
    simp only [localField, twoDomain, smul_smul]
    rw [← Finset.sum_smul, hc, neg_smul]
  refine ⟨fun i => ?_, fun hg => ?_⟩
  · rw [hf, norm_neg, hs]
    refine ⟨fun h => ?_, by simp⟩
    have h1 := hs i
    rw [neg_eq_zero.mp h, norm_zero] at h1
    exact zero_ne_one h1
  · -- the uniform state has energy -12, the two-domain state only -4
    have h1 : energy ringJ (twoDomain a) = -4 := by
      rw [energy_eq_sum_inner_localField]
      simp only [hf, inner_neg_right, real_inner_self_eq_norm_sq, hs]
      norm_num
    have h2 : energy ringJ (fun _ => a) = -12 := by
      simp only [energy, real_inner_self_eq_norm_sq, ha]
      norm_num [ringJ, Fin.sum_univ_succ]
    have h3 := hg.2 (fun _ => a) fun _ => ha
    linarith

end

end ClassicalHeisenberg
```

```lean
#print axioms ClassicalHeisenberg.energy_eq_sum_inner_localField
#print axioms ClassicalHeisenberg.IsGroundState.energy_eq
#print axioms ClassicalHeisenberg.exists_isGroundState
#print axioms ClassicalHeisenberg.antiparallel_not_sufficient
```

```
'ClassicalHeisenberg.energy_eq_sum_inner_localField' depends on axioms: [propext, Classical.choice, Quot.sound]
'ClassicalHeisenberg.IsGroundState.energy_eq' depends on axioms: [propext, Classical.choice, Quot.sound]
'ClassicalHeisenberg.exists_isGroundState' depends on axioms: [propext, Classical.choice, Quot.sound]
'ClassicalHeisenberg.antiparallel_not_sufficient' depends on axioms: [propext, Classical.choice, Quot.sound]
```

## From the energy change to the theorem

`energy_eq_sum_inner_localField` regroups the double sum by moving the inner product through the sum that defines the field.

`energy_update` is the formula for \(E'-E\). In Lean the changed configuration is `Function.update s k u`, and `hu` rewrites it as the old one plus \(d\) at site \(k\). The next three facts evaluate the three extra terms of the expansion. `h1` keeps only the row \(i=k\) and finds \(\langle d,h_k\rangle\). `h2` exchanges the two summations and uses the symmetry of \(J\) and of the inner product to reach the same value. `h3` removes the self-term with the zero diagonal. The closing `simp only` expands the energy, and `linarith` adds up the parts.

Two lemmas then deal with a single vector and a nonzero field. `inner_antiparallel` computes \(\langle -h/\lVert h\rVert,h\rangle=-\lVert h\rVert\). `eq_antiparallel_of_inner_le` contains the squared-length argument: `nlinarith` receives the assumed inequality multiplied by \(\lVert h\rVert\) and concludes that the square is at most zero.

`single_spin_stable_iff` combines these into an equivalence for unit-spin configurations. In the forward direction, stability is applied to the antiparallel unit vector. In the backward direction, the proof separates zero from nonzero fields and uses Cauchy–Schwarz, `abs_real_inner_le_norm`, for the latter.

For `IsGroundState.antiparallel` it remains to show that a ground state is stable in this sense. Changing one spin to another unit vector gives again a configuration of unit spins, so global minimality applies to it; the case distinction on `j = k` checks the lengths. `IsGroundState.energy_eq` inserts the result into the regrouped energy, site by site.

`exists_isGroundState` follows the compactness argument, with a normalised nonzero vector at every site showing that the set of configurations is nonempty. It needs neither symmetry nor a zero diagonal.

In `antiparallel_not_sufficient`, `hc` checks the four rows of the ring's coupling matrix against the domain signs, and `hf` turns this into \(h_i=-s_i\). The energies \(-4\) and \(-12\) then contradict the assumption that the two-domain state is a ground state.
